# Scaling $H$ to $g^2H$ and $X$ to $X/g$ multiplies the second and third field derivatives of the ground energy at zero field by $g^{-4}$ and $g^{-7}$

Suppose that a finite-field step works well for one system and is kept for a copy contracted by a factor of 2, with all field-free energies four times as large. The second difference of the energy then shrinks by about 16 while the energy itself grows by 4. The signal is about 64 times smaller relative to the energy, and rounding error may swamp it. If the system is expanded instead, the same step may be too large, and higher-order response contaminates the estimate. The remedy is to scale the step as well.

## From the energy law to the field step

Let $H$ and $X$ be Hermitian matrices in a finite, nonempty orthonormal basis. $H$ is the field-free Hamiltonian, $X$ the operator coupled to a uniform field of strength $F$, and $E(F)$ the least eigenvalue of $H+FX$. For $g>0$, let $E_g(F)$ be the least eigenvalue of $g^2H+(F/g)X$.

These powers stand for a contraction of lengths by $g$. Position scales as $1/g$ and kinetic energy as $g^2$. A Coulomb energy scales only as $g$, so its coupling strength must also be multiplied by $g$ if all of $H$ is to scale as $g^2$. The basis functions contract with the system, so its matrices are those of the original multiplied by these factors: $g^2H$ and $X/g$.

**Energy.** Factor out $g^2$:
$$g^2H+\frac Fg X=g^2\left(H+\frac{F}{g^3}X\right).$$
If $Av=ev$ and $c>0$, then $(cA)v=(ce)v$. Conversely, every eigenvalue $x$ of $cA$ gives an eigenvalue $x/c$ of $A$. Multiplication by $c$ therefore preserves the order of the levels and takes the least to the least, so
$$E_g(F)=g^2E(F/g^3).$$

**Derivatives.** Put $s=g^{-3}$. Where the derivatives exist, the chain rule gives
$$E_g'(F)=g^2sE'(sF),\quad E_g''(F)=g^2s^2E''(sF),\quad E_g'''(F)=g^2s^3E'''(sF).$$
With $\alpha=E''(0)$ and $\beta=E'''(0)$, the values at $F=0$ are
$$E_g''(0)=g^{2-6}\alpha=\frac{\alpha}{g^4},\qquad E_g'''(0)=g^{2-9}\beta=\frac{\beta}{g^7}.$$
Here $\alpha$ is the plain derivative; the polarizability is usually defined as $-\alpha$.

**Differences.** For a step $h\neq0$, the central-difference estimates are
$$p=\frac{E(h)-2E(0)+E(-h)}{h^2},\qquad p'=\frac{E(2h)-2E(h)+2E(-h)-E(-2h)}{2h^3}.$$
Give the contracted system the step $g^3h$. Since $E_g(g^3x)=g^2E(x)$, both numerators acquire $g^2$, while the denominators acquire $g^6$ and $g^9$. The new estimates are $q=p/g^4$ and $q'=p'/g^7$. They scale exactly as the derivatives do, truncation error included. For finite-matrix models with this scaling, a tested field step can thus be transferred from one system to the other.

**A two-level example.** Take $H=\mathrm{diag}(1,-1)$ and let $X$ have rows $(1,1)$ and $(1,-1)$. The square of $H+FX$ is $r^2$ times the identity, where $r=\sqrt{(1+F)^2+F^2}$. The trace is zero, so the levels are $\pm r$ and $E=-r$. Because $r^2=1+2F+2F^2$,
$$E'=-\frac{1+2F}{r},\qquad E''=-\frac{2r^2-(1+2F)^2}{r^3}=-\frac1{r^3},\qquad E'''=\frac{3(1+2F)}{r^5}.$$
At $F=0$, where $r=1$, this gives $\alpha=-1$ and $\beta=3$.

## Levels, ground energies and field derivatives in Lean

The finite type `n` labels the basis states.

```lean
import Mathlib

open Matrix Filter Topology

namespace FieldResponseScaling

noncomputable section

variable {n : Type*} [Fintype n]
```

A level is a real number with a nonzero complex eigenvector.

```lean
/-- The energy levels of a matrix: its real eigenvalues. -/
def levels (A : Matrix n n ℂ) : Set ℝ :=
  {e | ∃ v : n → ℂ, v ≠ 0 ∧ A *ᵥ v = e • v}
```

`IsLeast` says that `e` is itself a level and that no level lies below it.

```lean
/-- `e` is the ground energy of `A`: the least of its energy levels. -/
def IsGroundEnergy (A : Matrix n n ℂ) (e : ℝ) : Prop := IsLeast (levels A) e
```

The next definition imposes this at every field. The function `E` is thus tied to the matrices and is not an arbitrary curve.

```lean
/-- `E F` is the ground energy of `H + F X` at every field strength `F`. -/
def IsFieldEnergy (H X : Matrix n n ℂ) (E : ℝ → ℝ) : Prop :=
  ∀ F : ℝ, IsGroundEnergy (H + F • X) (E F)
```

A second derivative at zero requires a first derivative `D` near zero, and `D` must be differentiable at zero. The third order repeats the pattern. This smoothness is assumed of the ground energy: for $H=0$ and $X=\mathrm{diag}(1,-1)$ the energy is $-|F|$, which has no first derivative at zero.

```lean
/-- `a` is the `k`-th derivative of `E` at zero field; the derivatives of lower order
exist near zero field. -/
def HasFieldDeriv : ℕ → (ℝ → ℝ) → ℝ → Prop
  | 0, E, a => E 0 = a
  | 1, E, a => HasDerivAt E a 0
  | k + 2, E, a => ∃ D : ℝ → ℝ,
      (∀ᶠ F in 𝓝 0, HasDerivAt E (D F) F) ∧ HasFieldDeriv (k + 1) D a
```

The two difference formulas are written without division. At $h=0$ any `p` would satisfy them, so the theorem that uses them assumes `h ≠ 0`.

```lean
/-- `p` is the central-difference estimate of the second field derivative with step `h ≠ 0`. -/
def IsSecondEstimate (E : ℝ → ℝ) (h p : ℝ) : Prop :=
  E h - 2 * E 0 + E (-h) = p * h ^ 2

/-- `p` is the central-difference estimate of the third field derivative with step `h ≠ 0`. -/
def IsThirdEstimate (E : ℝ → ℝ) (h p : ℝ) : Prop :=
  E (2 * h) - 2 * E h + 2 * E (-h) - E (-(2 * h)) = p * (2 * h ^ 3)
```

## Existence of the ground energy

Every level is a root of the characteristic polynomial, so there are finitely many (`hfin`). The spectral theorem supplies at least one (`hne`). A finite nonempty set of reals has a least element. The theorem applies equally to $g^2H$ and $X/g$, which are Hermitian too.

```lean
/-- For Hermitian `H` and `X` on a nonempty finite basis, `H + F X` has a ground energy
at every field. -/
theorem exists_fieldEnergy [Nonempty n] {H X : Matrix n n ℂ}
    (hH : H.IsHermitian) (hX : X.IsHermitian) : ∃ E, IsFieldEnergy H X E := by
  classical
  have key : ∀ F : ℝ, ∃ e, IsGroundEnergy (H + F • X) e := by
    intro F
    have hA : (H + F • X).IsHermitian := by
      unfold Matrix.IsHermitian
      rw [conjTranspose_add, conjTranspose_smul, star_trivial, hH.eq, hX.eq]
    generalize H + F • X = A at hA
    -- levels are roots of the characteristic polynomial, so there are finitely many
    have hfin : (levels A).Finite := by
      refine ((Polynomial.finite_setOfPred_isRoot A.charpoly_monic.ne_zero).preimage
        Complex.ofReal_injective.injOn).subset ?_
      rintro e ⟨v, hv, h⟩
      show A.charpoly.eval (e : ℂ) = 0
      rw [Matrix.eval_charpoly, ← Matrix.exists_mulVec_eq_zero_iff]
      refine ⟨v, hv, ?_⟩
      rw [Matrix.sub_mulVec, h]
      ext i
      simp [Matrix.scalar_apply]
    -- the spectral theorem supplies at least one level
    have hne : (levels A).Nonempty := by
      let i : n := Classical.arbitrary n
      refine ⟨hA.eigenvalues i, (hA.eigenvectorBasis i).ofLp, ?_,
        hA.mulVec_eigenvectorBasis i⟩
      intro h
      exact hA.eigenvectorBasis.orthonormal.ne_zero i (by ext j; exact congrFun h j)
    exact ⟨sInf (levels A), hne.csInf_mem hfin, fun e he => csInf_le hfin.bddBelow he⟩
  choose E hE using key
  exact ⟨E, hE⟩
```

## The scaling law for the energy

The first lemma is the order argument above: the same eigenvector serves for `c • A`, and dividing a competing level by `c` gives the lower bound.

```lean
/-- Multiplying a Hamiltonian by `c > 0` multiplies its ground energy by `c`. -/
theorem groundEnergy_smul {A : Matrix n n ℂ} {c e : ℝ} (hc : 0 < c)
    (h : IsGroundEnergy A e) : IsGroundEnergy (c • A) (c * e) := by
  obtain ⟨⟨v, hv, hAv⟩, hmin⟩ := h
  refine ⟨⟨v, hv, by rw [Matrix.smul_mulVec, hAv, smul_smul]⟩, ?_⟩
  rintro x ⟨w, hw, h⟩
  have hx : e ≤ c⁻¹ * x := hmin ⟨w, hw, by
    rw [mul_smul, ← h, Matrix.smul_mulVec, smul_smul, inv_mul_cancel₀ hc.ne', one_smul]⟩
  calc c * e ≤ c * (c⁻¹ * x) := mul_le_mul_of_nonneg_left hx hc.le
    _ = x := by rw [← mul_assoc, mul_inv_cancel₀ hc.ne', one_mul]
```

In `energy_scaling`, `e` is the factorisation of the contracted Hamiltonian. `IsLeast.unique` then identifies the two ground energies. The statement needs no Hermiticity hypothesis, because `hE` and `hEg` already say that the ground energies exist.

```lean
/-- For `g > 0` the contracted system `g² H + (F/g) X` has ground energy `g² E(F/g³)`. -/
theorem energy_scaling {H X : Matrix n n ℂ} {E Eg : ℝ → ℝ} {g : ℝ} (hg : 0 < g)
    (hE : IsFieldEnergy H X E) (hEg : IsFieldEnergy (g ^ 2 • H) (g⁻¹ • X) Eg) (F : ℝ) :
    Eg F = g ^ 2 * E (F / g ^ 3) := by
  have h := groundEnergy_smul (pow_pos hg 2) (hE (F / g ^ 3))
  have hs : g ^ 2 * (F / g ^ 3) = F * g⁻¹ := by
    have := hg.ne'
    field_simp
  have e : g ^ 2 • (H + (F / g ^ 3) • X) = g ^ 2 • H + F • (g⁻¹ • X) := by
    rw [smul_add, smul_smul, smul_smul, hs]
  rw [e] at h
  exact IsLeast.unique (hEg F) h
```

## The chain rule at every order

This theorem ties `HasFieldDeriv` to Mathlib's iterated derivative. It replaces `deriv E` by `D`, with which it agrees near zero, and recurses.

```lean
/-- A field derivative in the sense of `HasFieldDeriv` is the usual iterated derivative. -/
theorem iteratedDeriv_eq : ∀ (k : ℕ) (E : ℝ → ℝ) (a : ℝ),
    HasFieldDeriv k E a → iteratedDeriv k E 0 = a
  | 0, E, a, h => by rw [iteratedDeriv_zero]; exact h
  | 1, E, a, h => by rw [iteratedDeriv_one]; exact HasDerivAt.deriv h
  | k + 2, E, a, h => by
    obtain ⟨D, hD, h'⟩ := h
    have hd : deriv E =ᶠ[𝓝 0] D := hD.mono fun F hF => hF.deriv
    rw [iteratedDeriv_succ', Filter.EventuallyEq.iteratedDeriv_eq (k + 1) hd]
    exact iteratedDeriv_eq (k + 1) D a h'
```

The following lemma proves the factor $cs^k$ by induction on the order. `chain` is a single differentiation, and the induction hypothesis is applied to `D` with prefactor `c * s`. The limit `ht` ensures that $sF$ is near zero when $F$ is.

```lean
/-- If `E` has `k`-th derivative `a` at zero field, then `c E(s F)` has `k`-th derivative
`c sᵏ a` there. -/
theorem fieldDeriv_scale (s : ℝ) : ∀ (k : ℕ) (c : ℝ) (E : ℝ → ℝ) (a : ℝ),
    HasFieldDeriv k E a → HasFieldDeriv k (fun F => c * E (s * F)) (c * s ^ k * a) := by
  have chain : ∀ (c : ℝ) (E : ℝ → ℝ) (a F : ℝ), HasDerivAt E a (s * F) →
      HasDerivAt (fun F => c * E (s * F)) (c * s * a) F := by
    intro c E a F h
    have h1 : HasDerivAt (fun F : ℝ => s * F) s F := by
      simpa using (hasDerivAt_id F).const_mul s
    exact ((h.comp F h1).const_mul c).congr_deriv (by ring)
  intro k
  induction k with
  | zero =>
    intro c E a h
    have h0 : E 0 = a := h
    show c * E (s * 0) = c * s ^ 0 * a
    rw [mul_zero, h0, pow_zero, mul_one]
  | succ k ih =>
    intro c E a h
    cases k with
    | zero =>
      have h1 : HasDerivAt E a (s * 0) := by rw [mul_zero]; exact h
      show HasDerivAt (fun F => c * E (s * F)) (c * s ^ 1 * a) 0
      rw [pow_one]
      exact chain c E a 0 h1
    | succ k =>
      obtain ⟨D, hD, h'⟩ := h
      have ht : Tendsto (fun F : ℝ => s * F) (𝓝 0) (𝓝 0) := by
        have hc : Continuous fun F : ℝ => s * F := by fun_prop
        have h0 := hc.tendsto 0
        simp only [mul_zero] at h0
        exact h0
      -- each differentiation brings out one more factor s
      have h2 := ih (c * s) D a h'
      have e : c * s * s ^ (k + 1) * a = c * s ^ (k + 2) * a := by ring
      rw [e] at h2
      exact ⟨fun F => c * s * D (s * F),
        (ht.eventually hD).mono fun F hF => chain c E (D (s * F)) F hF, h2⟩
```

Setting $c=g^2$ and $s=g^{-3}$ gives the response law. The equations `e2` and `e3` collect the powers of $g$.

```lean
/-- If the ground energy has second and third field derivatives `α` and `β` at zero field,
those of the contracted system with `g > 0` are `α/g⁴` and `β/g⁷`. -/
theorem response_scaling {H X : Matrix n n ℂ} {E Eg : ℝ → ℝ} {g α β : ℝ} (hg : 0 < g)
    (hE : IsFieldEnergy H X E) (hEg : IsFieldEnergy (g ^ 2 • H) (g⁻¹ • X) Eg)
    (hα : HasFieldDeriv 2 E α) (hβ : HasFieldDeriv 3 E β) :
    HasFieldDeriv 2 Eg (α / g ^ 4) ∧ HasFieldDeriv 3 Eg (β / g ^ 7) := by
  have hg' := hg.ne'
  have e : Eg = fun F => g ^ 2 * E ((g ^ 3)⁻¹ * F) := by
    funext F
    rw [energy_scaling hg hE hEg F, div_eq_inv_mul]
  have e2 : α / g ^ 4 = g ^ 2 * (g ^ 3)⁻¹ ^ 2 * α := by field_simp
  have e3 : β / g ^ 7 = g ^ 2 * (g ^ 3)⁻¹ ^ 3 * β := by field_simp
  rw [e, e2, e3]
  exact ⟨fieldDeriv_scale _ 2 _ E α hα, fieldDeriv_scale _ 3 _ E β hβ⟩
```

## The transferred field step

`key` is the relation $E_g(g^3x)=g^2E(x)$. It is inserted at each field value in the difference formulas, after which the common nonzero factors are cancelled.

```lean
/-- With step `h ≠ 0` for the original system and `g³ h` for the contracted one, `g > 0`, the
finite-field estimates of the second and third derivatives scale by exactly `1/g⁴` and `1/g⁷`. -/
theorem finite_field_step {H X : Matrix n n ℂ} {E Eg : ℝ → ℝ} {g h p q p' q' : ℝ}
    (hg : 0 < g) (hh : h ≠ 0)
    (hE : IsFieldEnergy H X E) (hEg : IsFieldEnergy (g ^ 2 • H) (g⁻¹ • X) Eg)
    (hp : IsSecondEstimate E h p) (hq : IsSecondEstimate Eg (g ^ 3 * h) q)
    (hp' : IsThirdEstimate E h p') (hq' : IsThirdEstimate Eg (g ^ 3 * h) q') :
    q = p / g ^ 4 ∧ q' = p' / g ^ 7 := by
  have hg' := hg.ne'
  have key : ∀ x y, y = g ^ 3 * x → Eg y = g ^ 2 * E x := by
    rintro x y rfl
    rw [energy_scaling hg hE hEg, mul_div_cancel_left₀ _ (pow_ne_zero 3 hg')]
  unfold IsSecondEstimate at hp hq
  unfold IsThirdEstimate at hp' hq'
  rw [key h _ rfl, key 0 0 (by ring), key (-h) _ (by ring)] at hq
  rw [key (2 * h) _ (by ring), key h _ rfl, key (-h) _ (by ring),
    key (-(2 * h)) _ (by ring)] at hq'
  constructor
  · rw [eq_div_iff (pow_ne_zero 4 hg')]
    apply mul_right_cancel₀ (mul_ne_zero (pow_ne_zero 2 hg') (pow_ne_zero 2 hh))
    linear_combination g ^ 2 * hp - hq
  · rw [eq_div_iff (pow_ne_zero 7 hg')]
    apply mul_right_cancel₀ (mul_ne_zero (pow_ne_zero 2 hg') (pow_ne_zero 3 hh))
    linear_combination (g ^ 2 * hp' - hq') / 2
```

## The two-level energy and its derivatives

`halfGap` is $r$, half the spacing between the two levels.

```lean
/-- The function `√((1+F)² + F²)` of the field strength `F`. -/
def halfGap (F : ℝ) : ℝ := √((1 + F) ^ 2 + F ^ 2)
```

The proof exhibits the eigenvector $(F,\,-(1+F)-r)$ for the level $-r$; dividing it by $\sqrt{2r(r+1+F)}$ normalises it. For any other level $x$, the eigenvalue equations force $x^2=r^2$, hence $x\ge -r$.

```lean
/-- The two-level system with `H = diag(1, -1)` and `X` with rows `(1, 1)` and `(1, -1)` has
ground energy `-√((1+F)² + F²)`. -/
theorem twoLevel_energy :
    IsFieldEnergy !![(1 : ℂ), 0; 0, -1] !![1, 1; 1, -1] (fun F => -halfGap F) := by
  intro F
  have hmul : ∀ v : Fin 2 → ℂ, (!![(1 : ℂ), 0; 0, -1] + F • !![(1 : ℂ), 1; 1, -1]) *ᵥ v
      = ![(1 + F) * v 0 + F * v 1, F * v 0 - (1 + F) * v 1] := by
    intro v
    ext i
    fin_cases i <;> simp [Matrix.mulVec, dotProduct, Fin.sum_univ_two]
    ring
  have hr : halfGap F ^ 2 = (1 + F) ^ 2 + F ^ 2 := Real.sq_sqrt (by positivity)
  have hrc : (halfGap F : ℂ) ^ 2 = (1 + F) ^ 2 + F ^ 2 := by exact_mod_cast hr
  have hr0 : 0 ≤ halfGap F := Real.sqrt_nonneg _
  constructor
  · refine ⟨![(F : ℂ), -(1 + F) - halfGap F], ?_, ?_⟩
    · intro hv
      have h0 : (F : ℂ) = 0 := congrFun hv 0
      have h1 : -(1 + (F : ℂ)) - halfGap F = 0 := congrFun hv 1
      have h0' : F = 0 := by exact_mod_cast h0
      have h1' : -(1 + F) - halfGap F = 0 := by exact_mod_cast h1
      linarith
    · rw [hmul]
      ext i
      fin_cases i
      · show (1 + (F : ℂ)) * F + F * (-(1 + F) - halfGap F) = (-halfGap F) • (F : ℂ)
        rw [Complex.real_smul]
        push_cast
        ring
      · show (F : ℂ) * F - (1 + F) * (-(1 + F) - halfGap F)
          = (-halfGap F) • (-(1 + (F : ℂ)) - halfGap F)
        rw [Complex.real_smul]
        push_cast
        linear_combination -hrc
  · rintro x ⟨w, hw, h⟩
    rw [hmul] at h
    have h0 : (1 + (F : ℂ)) * w 0 + F * w 1 = x • w 0 := congrFun h 0
    have h1 : (F : ℂ) * w 0 - (1 + F) * w 1 = x • w 1 := congrFun h 1
    rw [Complex.real_smul] at h0 h1
    -- the square of the Hamiltonian is a multiple of the identity, which fixes x²
    have hx : (x : ℂ) ^ 2 - ((1 + F) ^ 2 + F ^ 2) = 0 := by
      by_contra hne
      apply hw
      ext i
      fin_cases i
      · refine (mul_eq_zero.mp ?_).resolve_left hne
        show ((x : ℂ) ^ 2 - ((1 + F) ^ 2 + F ^ 2)) * w 0 = 0
        linear_combination -(x + (1 + F)) * h0 - F * h1
      · refine (mul_eq_zero.mp ?_).resolve_left hne
        show ((x : ℂ) ^ 2 - ((1 + F) ^ 2 + F ^ 2)) * w 1 = 0
        linear_combination -F * h0 - (x - (1 + F)) * h1
    have hx' : x ^ 2 = (1 + F) ^ 2 + F ^ 2 := by exact_mod_cast sub_eq_zero.mp hx
    exact (abs_le.mp (Real.abs_le_sqrt hx'.le)).1
```

The steps `d1`, `d2` and `d3` are the three derivatives computed by hand, the last taken at zero only. Together with the preceding theorem, they give a system that meets the smoothness assumptions of `response_scaling`.

```lean
/-- The energy `-√((1+F)² + F²)` has second derivative `-1` and third derivative `3`
at zero field. -/
theorem twoLevel_response_witness :
    HasFieldDeriv 2 (fun F => -halfGap F) (-1) ∧
      HasFieldDeriv 3 (fun F => -halfGap F) 3 := by
  have hpos : ∀ F : ℝ, 0 < (1 + F) ^ 2 + F ^ 2 := fun F => by
    nlinarith [sq_nonneg (1 + 2 * F)]
  have hne : ∀ F, halfGap F ≠ 0 := fun F => (Real.sqrt_pos.mpr (hpos F)).ne'
  have h0 : halfGap 0 = 1 := by simp [halfGap]
  have hr : ∀ F, HasDerivAt halfGap ((1 + 2 * F) / halfGap F) F := by
    intro F
    have hq : HasDerivAt (fun F : ℝ => (1 + F) ^ 2 + F ^ 2) (2 * (1 + 2 * F)) F :=
      ((((hasDerivAt_id' F).const_add 1).fun_pow 2).fun_add
        ((hasDerivAt_id' F).fun_pow 2)).congr_deriv (by norm_num; ring)
    exact (hq.sqrt (hpos F).ne').congr_deriv (mul_div_mul_left _ _ two_ne_zero)
  have d1 : ∀ F, HasDerivAt (fun F => -halfGap F) (-(1 + 2 * F) / halfGap F) F :=
    fun F => (hr F).fun_neg.congr_deriv (neg_div _ _).symm
  have d2 : ∀ F, HasDerivAt (fun F => -(1 + 2 * F) / halfGap F) (-1 / halfGap F ^ 3) F := by
    intro F
    have hs : halfGap F ^ 2 = (1 + F) ^ 2 + F ^ 2 := Real.sq_sqrt (hpos F).le
    have hF := hne F
    refine (((((hasDerivAt_id' F).const_mul 2).const_add 1).fun_neg).fun_div
      (hr F) hF).congr_deriv ?_
    field_simp
    linear_combination (-2) * hs
  have d3 : HasDerivAt (fun F => -1 / halfGap F ^ 3) 3 0 :=
    ((hasDerivAt_const (0 : ℝ) (-1 : ℝ)).fun_div ((hr 0).fun_pow 3)
      (pow_ne_zero 3 (hne 0))).congr_deriv (by rw [h0]; norm_num)
  exact ⟨⟨_, Eventually.of_forall d1, (d2 0).congr_deriv (by rw [h0]; norm_num)⟩,
    ⟨_, Eventually.of_forall d1, _, Eventually.of_forall d2, d3⟩⟩

end

end FieldResponseScaling
```

```lean
#print axioms FieldResponseScaling.exists_fieldEnergy
-- 'FieldResponseScaling.exists_fieldEnergy' depends on axioms: [propext, Classical.choice, Quot.sound]
#print axioms FieldResponseScaling.response_scaling
-- 'FieldResponseScaling.response_scaling' depends on axioms: [propext, Classical.choice, Quot.sound]
#print axioms FieldResponseScaling.finite_field_step
-- 'FieldResponseScaling.finite_field_step' depends on axioms: [propext, Classical.choice, Quot.sound]
#print axioms FieldResponseScaling.twoLevel_energy
-- 'FieldResponseScaling.twoLevel_energy' depends on axioms: [propext, Classical.choice, Quot.sound]
```
